# Second-order shift of an excited two-level atom among finitely many empty, off-resonant modes: the sign-reversed ground-state shift plus a resonant term

Near a surface, an atom's ground-state shift can be computed from the field response at imaginary frequencies. For a two-level atom, reversing the sign of this shift to get the excited-state shift misses a term: the response at the real transition frequency.

Consider a two-level atom with transition frequency w0, coupled with real strengths g_k to finitely many lossless modes of frequency w_k that hold no photons, with ħ = 1. For this model, the theorems below give both second-order shifts, the excited one only if no w_k equals w0.

In Lean 4 with Mathlib:

```lean
import Mathlib

open MeasureTheory Filter Set Topology

namespace AtomSurfaceShift

noncomputable section

variable {ι : Type*} [Fintype ι]
```

The type `ι` labels the modes; `Fintype ι` says there are finitely many.

```lean
/-- Response `D(z) = ∑ 2 g_k² w_k / (w_k² - z²)` of the field modes at complex frequency `z`,
for `z` different from every `± w_k`. -/
def response (g w : ι → ℝ) (z : ℂ) : ℂ :=
  ∑ k, 2 * (g k : ℂ) ^ 2 * (w k : ℂ) / ((w k : ℂ) ^ 2 - z ^ 2)
```

`g w : ι → ℝ` assigns each mode its coupling and frequency. The response is

D(z) = ∑ 2 g_k² w_k/(w_k² − z²).

D is not the displacement field. It already contains the squared transition dipole through g_k², so it is an energy. The notation `(w k : ℂ)` reads a real number as a complex one.

```lean
/-- Second-order energy shift of a level `E₀` coupled by real matrix elements `V_k` to
intermediate levels `E_k`, all different from `E₀`. -/
def secondOrderShift (V E : ι → ℝ) (E₀ : ℝ) : ℝ :=
  ∑ k, V k ^ 2 / (E₀ - E k)
```

This is the perturbation formula ∑ V_k²/(E₀ − E_k), taken as the definition of a shift.

```lean
/-- Shift of the ground-state atom in the vacuum (energy `0`), coupled to the states with an
excited atom and one photon (energies `w0 + w_k`, all nonzero). -/
def groundShift (g w : ι → ℝ) (w0 : ℝ) : ℝ :=
  secondOrderShift g (fun k => w0 + w k) 0
```

The ground-state atom in the vacuum, at energy 0, couples to an excited atom plus one photon, at w0 + w_k. These counter-rotating terms give −∑ g_k²/(w0 + w_k).

```lean
/-- Shift of the excited atom in the vacuum (energy `w0`), coupled to the states with a
ground-state atom and one photon (energies `w_k`, all different from `w0`). -/
def excitedShift (g w : ι → ℝ) (w0 : ℝ) : ℝ :=
  secondOrderShift g w w0
```

The excited atom, at w0, couples to a ground-state atom plus one photon, at w_k. Its shift is ∑ g_k²/(w0 − w_k).

```lean
/-- The imaginary-frequency integral `J = (1/π) ∫ D(iu) w0 / (w0² + u²) du` over `u > 0`,
for positive `w0` and `w_k`. -/
def imagFreqIntegral (g w : ι → ℝ) (w0 : ℝ) : ℂ :=
  (1 / (Real.pi : ℂ)) * ∫ u in Ioi (0 : ℝ),
    response g w (Complex.I * (u : ℂ)) * ((w0 / (w0 ^ 2 + u ^ 2) : ℝ) : ℂ)
```

`Ioi 0` is the half-line u > 0, so this defines

J = (1/π) ∫ D(iu) w0/(w0² + u²) du.

```lean
/-- For `a, b > 0` the product of two Lorentzians `1/((a² + u²)(b² + u²))` has an antiderivative
that vanishes at `0` and tends to `π / (2ab(a + b))` at infinity. -/
theorem kernel_antideriv {a b : ℝ} (ha : 0 < a) (hb : 0 < b) :
    ∃ F : ℝ → ℝ, F 0 = 0 ∧
      (∀ u, HasDerivAt F (1 / ((a ^ 2 + u ^ 2) * (b ^ 2 + u ^ 2))) u) ∧
      Tendsto F atTop (𝓝 (Real.pi / (2 * a * b * (a + b)))) := by
  -- one Lorentzian integrates to an arctangent
  have hA : ∀ c : ℝ, 0 < c → ∀ u : ℝ,
      HasDerivAt (fun x : ℝ => Real.arctan (x / c) / c) (1 / (c ^ 2 + u ^ 2)) u := by
    intro c hc u
    have h := (((hasDerivAt_id' u).div_const c).arctan).div_const c
    refine h.congr_deriv ?_
    have h1 : 1 + (u / c) ^ 2 = (c ^ 2 + u ^ 2) / c ^ 2 := by field_simp
    have h2 : c ^ 2 + u ^ 2 ≠ 0 := by positivity
    rw [h1]
    field_simp
  have hL : ∀ c : ℝ, 0 < c →
      Tendsto (fun x : ℝ => Real.arctan (x / c) / c) atTop (𝓝 (Real.pi / 2 / c)) := by
    intro c hc
    have h : Tendsto (fun x : ℝ => Real.arctan (x / c)) atTop (𝓝 (Real.pi / 2)) :=
      (Real.tendsto_arctan_atTop.mono_right nhdsWithin_le_nhds).comp
        (tendsto_id.atTop_div_const hc)
    exact h.div_const c
  rcases eq_or_ne a b with rfl | hab
  · -- equal widths: a rational term joins the arctangent
    refine ⟨fun x => (x / (a ^ 2 + x ^ 2) + Real.arctan (x / a) / a) / (2 * a ^ 2),
      by simp, fun u => ?_, ?_⟩
    · have h1 : a ^ 2 + u ^ 2 ≠ 0 := by positivity
      have hs : HasDerivAt (fun x : ℝ => x ^ 2) (2 * u) u := by
        simpa using hasDerivAt_pow 2 u
      have hq : HasDerivAt (fun x : ℝ => x / (a ^ 2 + x ^ 2))
          ((a ^ 2 - u ^ 2) / (a ^ 2 + u ^ 2) ^ 2) u :=
        ((hasDerivAt_id' u).fun_div (hs.const_add (a ^ 2)) h1).congr_deriv (by ring)
      refine ((hq.fun_add (hA a ha u)).div_const (2 * a ^ 2)).congr_deriv ?_
      rw [div_add_div _ _ (pow_ne_zero 2 h1) h1, div_div,
        div_eq_div_iff (by positivity) (by positivity)]
      ring
    · have h0 : Tendsto (fun x : ℝ => x / (a ^ 2 + x ^ 2)) atTop (𝓝 0) := by
        refine squeeze_zero' ?_ ?_ tendsto_inv_atTop_zero
        · filter_upwards [eventually_gt_atTop (0 : ℝ)] with x hx
          positivity
        · filter_upwards [eventually_gt_atTop (0 : ℝ)] with x hx
          rw [inv_eq_one_div, div_le_div_iff₀ (by positivity) hx]
          nlinarith [sq_nonneg a]
      have e : Real.pi / (2 * a * a * (a + a)) = (0 + Real.pi / 2 / a) / (2 * a ^ 2) := by
        rw [zero_add, div_div, div_div, div_eq_div_iff (by positivity) (by positivity)]
        ring
      rw [e]
      exact (h0.add (hL a ha)).div_const _
  · -- different widths: partial fractions
    have hd : b ^ 2 - a ^ 2 ≠ 0 := by
      intro h
      have h' : (b - a) * (b + a) = 0 := by linear_combination h
      rcases mul_eq_zero.1 h' with h | h
      · exact hab (by linarith)
      · linarith
    refine ⟨fun x => (Real.arctan (x / a) / a - Real.arctan (x / b) / b) / (b ^ 2 - a ^ 2),
      by simp, fun u => ?_, ?_⟩
    · have h1 : a ^ 2 + u ^ 2 ≠ 0 := by positivity
      have h2 : b ^ 2 + u ^ 2 ≠ 0 := by positivity
      refine (((hA a ha u).fun_sub (hA b hb u)).div_const _).congr_deriv ?_
      rw [div_sub_div _ _ h1 h2, div_div,
        div_eq_div_iff (mul_ne_zero (mul_ne_zero h1 h2) hd) (mul_ne_zero h1 h2)]
      ring
    · have e : Real.pi / (2 * a * b * (a + b))
          = (Real.pi / 2 / a - Real.pi / 2 / b) / (b ^ 2 - a ^ 2) := by
        rw [div_sub_div _ _ ha.ne' hb.ne', div_div, div_eq_div_iff (by positivity)
          (mul_ne_zero (mul_ne_zero ha.ne' hb.ne') hd)]
        ring
      rw [e]
      exact ((hL a ha).sub (hL b hb)).div_const _
```

For a, b > 0, the theorem supplies an antiderivative F with F(0) = 0 and a known limit. If a ≠ b, partial fractions give

1/((a² + u²)(b² + u²)) = [1/(a² + u²) − 1/(b² + u²)]/(b² − a²),

F(u) = [arctan(u/a)/a − arctan(u/b)/b]/(b² − a²).

As u → ∞ this tends to

(π/2)(1/a − 1/b)/(b² − a²) = π/(2ab(a + b)).

If a = b, take

F(u) = [u/(a² + u²) + arctan(u/a)/a]/(2a²).

The bracket has derivative (a² − u²)/(a² + u²)² + 1/(a² + u²) = 2a²/(a² + u²)², as needed, and F tends to π/(4a³).

In the proof, `hA` differentiates the arctangent, `hL` takes its limit, and `rcases` splits the two cases. `ring` checks the algebra once denominators are cleared.

```lean
/-- For `a, b > 0` the product of two Lorentzians is integrable over `u > 0`, with integral
`π / (2ab(a + b))`. -/
theorem kernel_integral {a b : ℝ} (ha : 0 < a) (hb : 0 < b) :
    IntegrableOn (fun u : ℝ => 1 / ((a ^ 2 + u ^ 2) * (b ^ 2 + u ^ 2))) (Ioi 0) ∧
    ∫ u in Ioi (0 : ℝ), 1 / ((a ^ 2 + u ^ 2) * (b ^ 2 + u ^ 2))
      = Real.pi / (2 * a * b * (a + b)) := by
  obtain ⟨F, hF0, hF, hlim⟩ := kernel_antideriv ha hb
  have hpos : ∀ u ∈ Ioi (0 : ℝ), 0 ≤ 1 / ((a ^ 2 + u ^ 2) * (b ^ 2 + u ^ 2)) :=
    fun u _ => by positivity
  refine ⟨integrableOn_Ioi_deriv_of_nonneg' (fun u _ => hF u) hpos hlim, ?_⟩
  rw [integral_Ioi_of_hasDerivAt_of_nonneg' (fun u _ => hF u) hpos hlim, hF0, sub_zero]
```

Because the integrand is nonnegative, the existence of the limit gives integrability, and the integral is F(∞) − F(0) = π/(2ab(a + b)).

```lean
/-- On the imaginary frequency axis the integrand of `J` is real: a sum over modes of products
of two Lorentzians. -/
theorem integrand_eq (g w : ι → ℝ) (w0 u : ℝ) :
    response g w (Complex.I * (u : ℂ)) * ((w0 / (w0 ^ 2 + u ^ 2) : ℝ) : ℂ)
      = ((∑ k, 2 * g k ^ 2 * w k * w0 *
          (1 / ((w k ^ 2 + u ^ 2) * (w0 ^ 2 + u ^ 2))) : ℝ) : ℂ) := by
  have hI : (Complex.I * (u : ℂ)) ^ 2 = -(u : ℂ) ^ 2 := by
    rw [mul_pow, Complex.I_sq, neg_one_mul]
  simp only [response, hI, sub_neg_eq_add]
  push_cast
  rw [Finset.sum_mul]
  refine Finset.sum_congr rfl fun k _ => ?_
  rw [div_mul_div_comm, mul_one_div]
```

Since (iu)² = −u², each denominator in D(iu) becomes w_k² + u². The integrand of J is therefore the real sum

∑ 2 g_k² w_k w0/((w_k² + u²)(w0² + u²)).

```lean
/-- For positive frequencies the integrand of `J` is integrable, and
`J = ∑ g_k² / (w0 + w_k)`. -/
theorem imagFreqIntegral_eq (g w : ι → ℝ) {w0 : ℝ} (h0 : 0 < w0) (hw : ∀ k, 0 < w k) :
    IntegrableOn (fun u : ℝ => response g w (Complex.I * (u : ℂ)) *
      ((w0 / (w0 ^ 2 + u ^ 2) : ℝ) : ℂ)) (Ioi 0) ∧
    imagFreqIntegral g w w0 = ((∑ k, g k ^ 2 / (w0 + w k) : ℝ) : ℂ) := by
  have hint : ∀ k ∈ Finset.univ, Integrable (fun u : ℝ => 2 * g k ^ 2 * w k * w0 *
      (1 / ((w k ^ 2 + u ^ 2) * (w0 ^ 2 + u ^ 2)))) (volume.restrict (Ioi 0)) :=
    fun k _ => (kernel_integral (hw k) h0).1.const_mul _
  have hreal : ∫ u in Ioi (0 : ℝ), ∑ k, 2 * g k ^ 2 * w k * w0 *
      (1 / ((w k ^ 2 + u ^ 2) * (w0 ^ 2 + u ^ 2)))
      = Real.pi * ∑ k, g k ^ 2 / (w0 + w k) := by
    rw [MeasureTheory.integral_finsetSum _ hint, Finset.mul_sum]
    refine Finset.sum_congr rfl fun k _ => ?_
    have hk := hw k
    rw [integral_const_mul, (kernel_integral hk h0).2, ← mul_div_assoc, ← mul_div_assoc,
      div_eq_div_iff (by positivity) (by positivity)]
    ring
  constructor
  · simp only [integrand_eq]
    exact (MeasureTheory.integrable_finsetSum _ hint).ofReal
  · simp only [imagFreqIntegral, integrand_eq]
    rw [integral_complex_ofReal, hreal, Complex.ofReal_mul, ← mul_assoc,
      one_div_mul_cancel (Complex.ofReal_ne_zero.2 Real.pi_ne_zero), one_mul]
```

Each term is integrable (`hint`), so the finite sum and the integral can be exchanged (`hreal`):

J = (1/π) ∑ 2 g_k² w_k w0 · π/(2 w_k w0 (w_k + w0)) = ∑ g_k²/(w0 + w_k).

```lean
/-- For positive frequencies the ground-state shift is `-J`. -/
theorem groundShift_eq (g w : ι → ℝ) {w0 : ℝ} (h0 : 0 < w0) (hw : ∀ k, 0 < w k) :
    (groundShift g w w0 : ℂ) = -imagFreqIntegral g w w0 := by
  have h : groundShift g w w0 = -∑ k, g k ^ 2 / (w0 + w k) := by
    simp only [groundShift, secondOrderShift, zero_sub, div_neg, Finset.sum_neg_distrib]
  rw [(imagFreqIntegral_eq g w h0 hw).2, h, Complex.ofReal_neg]
```

Comparing this with the ground-state sum gives a shift of −J. A mode with w_k = w0 is allowed here.

```lean
/-- For positive frequencies, with no mode resonant with the atom, the excited-state shift is
`-D(w0) + J`. -/
theorem excitedShift_eq (g w : ι → ℝ) {w0 : ℝ} (h0 : 0 < w0) (hw : ∀ k, 0 < w k)
    (hne : ∀ k, w k ≠ w0) :
    (excitedShift g w w0 : ℂ) = -response g w w0 + imagFreqIntegral g w w0 := by
  have hD : response g w w0 = ((∑ k, 2 * g k ^ 2 * w k / (w k ^ 2 - w0 ^ 2) : ℝ) : ℂ) := by
    simp [response]
  rw [(imagFreqIntegral_eq g w h0 hw).2, hD, ← Complex.ofReal_neg, ← Complex.ofReal_add,
    ← Finset.sum_neg_distrib, ← Finset.sum_add_distrib]
  refine congrArg Complex.ofReal (Finset.sum_congr rfl fun k _ => ?_)
  -- partial fractions, mode by mode
  have h1 : w0 - w k ≠ 0 := sub_ne_zero.2 (hne k).symm
  have h2 : w0 + w k ≠ 0 := (add_pos h0 (hw k)).ne'
  have h3 : w k ^ 2 - w0 ^ 2 = -((w0 - w k) * (w0 + w k)) := by ring
  rw [h3, div_neg, neg_neg, div_add_div _ _ (mul_ne_zero h1 h2) h2,
    div_eq_div_iff h1 (mul_ne_zero (mul_ne_zero h1 h2) h2)]
  ring
```

The hypothesis `hne` excludes resonance, where the two coupled states are degenerate and the second-order formula does not apply. For each mode, the contribution to −D(w0) + J is

2 g_k² w_k/((w0 − w_k)(w0 + w_k)) + g_k²/(w0 + w_k)
= g_k² (2w_k + w0 − w_k)/((w0 − w_k)(w0 + w_k))
= g_k²/(w0 − w_k).

Summing over k gives the excited shift, −D(w0) + J.

For a single mode with w0 = 1 and w = 2, J = g²/3 and D(w0) = 4g²/3. The ground shift is −g²/3 and the excited shift is −g², whereas sign reversal alone would give +g²/3.

```lean
/-- For positive frequencies, with no mode resonant with the atom, the ground and excited
shifts add up to `-D(w0)`. -/
theorem shift_sum (g w : ι → ℝ) {w0 : ℝ} (h0 : 0 < w0) (hw : ∀ k, 0 < w k)
    (hne : ∀ k, w k ≠ w0) :
    (groundShift g w w0 : ℂ) + (excitedShift g w w0 : ℂ) = -response g w w0 := by
  rw [groundShift_eq g w h0 hw, excitedShift_eq g w h0 hw hne]
  ring
```

Adding the two shifts cancels J and leaves −D(w0).

```lean
/-- For positive frequencies the ground-state shift is at least `-D(0)/2`, minus half the
static response. -/
theorem groundShift_static_bound (g w : ι → ℝ) {w0 : ℝ} (h0 : 0 < w0) (hw : ∀ k, 0 < w k) :
    -((response g w 0).re / 2) ≤ groundShift g w w0 := by
  have hD : response g w 0 = ((∑ k, 2 * g k ^ 2 * w k / w k ^ 2 : ℝ) : ℂ) := by
    simp [response]
  simp only [groundShift, secondOrderShift, zero_sub, div_neg, Finset.sum_neg_distrib]
  rw [hD, Complex.ofReal_re, Finset.sum_div]
  refine neg_le_neg (Finset.sum_le_sum fun k _ => ?_)
  have hk := hw k
  rw [div_div, div_le_div_iff₀ (by positivity) (by positivity)]
  have h : 0 ≤ 2 * g k ^ 2 * w k * w0 := by positivity
  linarith [h, show 2 * g k ^ 2 * w k * (w0 + w k)
    = g k ^ 2 * (w k ^ 2 * 2) + 2 * g k ^ 2 * w k * w0 by ring]

end

end AtomSurfaceShift
```

At zero frequency, D(0)/2 = ∑ g_k²/w_k. Since w0 > 0, each g_k²/(w0 + w_k) is at most g_k²/w_k, so the ground shift is at least −D(0)/2. The `.re` extracts the real part of the complex-valued response.

In an atom–surface calculation, the response comes from the scattered field at the atom's position, so the part already present in free space is left out. J is a quadrature over imaginary frequencies, and the excited state of a two-level atom needs one further evaluation, at w0. An excited level with several downward transitions needs one for each. For a real, absorbing surface the modes form a continuum, and −D(w0) becomes minus the real part of the response; that passage from finitely many modes is assumed here, not derived.

```lean
#print axioms AtomSurfaceShift.excitedShift_eq
-- 'AtomSurfaceShift.excitedShift_eq' depends on axioms: [propext, Classical.choice, Quot.sound]
#print axioms AtomSurfaceShift.shift_sum
-- 'AtomSurfaceShift.shift_sum' depends on axioms: [propext, Classical.choice, Quot.sound]
#print axioms AtomSurfaceShift.groundShift_static_bound
-- 'AtomSurfaceShift.groundShift_static_bound' depends on axioms: [propext, Classical.choice, Quot.sound]
```
